# Scaled binomial differences of concentric Gaussians tend uniformly to $r^{2m}e^{-ar^2}$ as the exponent step shrinks

Take three concentric Gaussians with exponents $1$, $1.01$ and $1.02$ and coefficients $10^4$, $-2\cdot10^4$ and $10^4$. Their sum never exceeds about one half, and near its maximum the terms are about $10^4$ times larger in total magnitude than what survives. Summed term by term, it loses about four significant digits to rounding there and more near the centre, and the coefficients alone do not show whether an off-centre bump belongs to the function or to the arithmetic. A closed form for the sum settles the question.

The general sum has $m+1$ Gaussians with exponents $a+kh$, where $k=0,\dots,m$, the number $a$ is the smallest exponent when $h>0$, and $h$ is the exponent step:

$$G_h(r)=\sum_{k=0}^{m}\frac{(-1)^k}{h^m}\binom mk e^{-(a+kh)r^2},\qquad S_m(r)=r^{2m}e^{-ar^2}.$$

Here $S_m$ is the limiting function. If $r$ is the distance between two nuclei that are themselves treated as quantum particles, a factor like $S_m$ with $m\ge1$ makes a basis function vanish where the nuclei coincide, which suits their strong repulsion. What follows concerns this one radial factor only, with no Hamiltonian and no integrals.

In Lean 4 with Mathlib:

```lean
import Mathlib

open Filter Topology

namespace GaussianDifferenceShell

noncomputable section
```

The coefficient is `primCoeff`, $G_h$ is `contraction`, and $S_m$ is `shell`.

```lean
/-- The coefficient `(-1)^k (m choose k) / h^m` given to the `k`-th Gaussian, where `h` is the
exponent step. -/
def primCoeff (h : ℝ) (m k : ℕ) : ℝ := (-1) ^ k * (m.choose k : ℝ) / h ^ m

/-- Contraction of `m + 1` concentric Gaussians with exponents `a, a + h, ..., a + m h`. -/
def contraction (a h : ℝ) (m : ℕ) (r : ℝ) : ℝ :=
  ∑ k ∈ Finset.range (m + 1), primCoeff h m k * Real.exp (-((a + k * h) * r ^ 2))

/-- The Gaussian with an even power prefactor, `r^(2m) exp(-a r²)`. -/
def shell (a : ℝ) (m : ℕ) (r : ℝ) : ℝ := r ^ (2 * m) * Real.exp (-(a * r ^ 2))
```

The variable `r` ranges over all real numbers; both functions are even, so the physical range $r\ge0$ is included. The primitives are unnormalised. For primitives normalised in three dimensions, the $k$-th coefficient is multiplied by $(\pi/(2(a+kh)))^{3/4}$.

## Distinct exponents: $h\neq0$

Physically, $h\ne0$ says that the Gaussians are different functions. By hand, write $e^{-(a+kh)r^2}=e^{-ar^2}(e^{-hr^2})^k$ and apply the binomial theorem:

$$h^mG_h(r)=e^{-ar^2}\sum_{k=0}^m\binom mk(-e^{-hr^2})^k=e^{-ar^2}\left(1-e^{-hr^2}\right)^m .$$

Division by $h^m$ then gives $G_h$ itself. The theorem states the multiplied form, for any real $a$ and either sign of $h$.

```lean
/-- Multiplied by `h^m`, the contraction is one Gaussian times the `m`-th power of
`1 - exp(-h r²)`. -/
theorem contraction_factorised {h : ℝ} (hh : h ≠ 0) (a : ℝ) (m : ℕ) (r : ℝ) :
    h ^ m * contraction a h m r
      = Real.exp (-(a * r ^ 2)) * (1 - Real.exp (-(h * r ^ 2))) ^ m := by
  rw [show 1 - Real.exp (-(h * r ^ 2)) = -Real.exp (-(h * r ^ 2)) + 1 by ring,
    add_pow, contraction, Finset.mul_sum, Finset.mul_sum]
  refine Finset.sum_congr rfl fun k _ => ?_
  have hE : Real.exp (-((a + k * h) * r ^ 2))
      = Real.exp (-(a * r ^ 2)) * Real.exp (-(h * r ^ 2)) ^ k := by
    rw [← Real.exp_nat_mul, ← Real.exp_add]
    congr 1
    ring
  have hc : h ^ m * primCoeff h m k = (-1) ^ k * (m.choose k : ℝ) := by
    unfold primCoeff
    field_simp
  rw [← mul_assoc, hc, hE, neg_pow (Real.exp (-(h * r ^ 2))) k, one_pow]
  ring
```

The proof expands the right side with `add_pow` and compares the sums term by term. `hE` splits the exponential, and `hc` cancels $h^m$ against the denominator of the coefficient, which is where `hh` enters. At $h=0$ with $m\ge1$ the multiplied identity would read $0=0$ and say nothing about a contraction.

## Exponents that increase: $h>0$

A positive step makes every added Gaussian narrower than the first. It also fixes the sign of $h^m$, so the absolute coefficients sum to

$$\sum_{k=0}^m\frac1{h^m}\binom mk=\frac{2^m}{h^m}=\left(\frac2h\right)^m .$$

For negative $h$ and odd $m$ the right side would be negative. The proof removes the signs in `habs`, using `hh` for $|h^m|=h^m$, and then sums the binomial row.

```lean
/-- The absolute values of the contraction coefficients sum to `(2/h)^m`. -/
theorem sum_abs_primCoeff {h : ℝ} (hh : 0 < h) (m : ℕ) :
    ∑ k ∈ Finset.range (m + 1), |primCoeff h m k| = (2 / h) ^ m := by
  have habs : ∀ k ∈ Finset.range (m + 1),
      |primCoeff h m k| = (m.choose k : ℝ) / h ^ m := by
    intro k _
    rw [primCoeff, abs_div, abs_mul, abs_pow, abs_neg, abs_one, one_pow, one_mul,
      abs_of_nonneg (Nat.cast_nonneg (m.choose k)), abs_of_pos (pow_pos hh m)]
  rw [Finset.sum_congr rfl habs, ← Finset.sum_div, ← Nat.cast_sum,
    Nat.sum_range_choose, div_pow, Nat.cast_pow, Nat.cast_ofNat]
```

The sign of $h$ matters again in the comparison with $S_m$. Put $x=hr^2\ge0$ and $y=1-e^{-x}$. Since $x\ge0$, we have $e^{-x}\le1$ and so $y\ge0$; the tangent bound $e^{-x}\ge1-x$ gives $y\le x$. For a bound from the other side, start from $e^x\ge1+x+x^2/2$ and

$$\left(1-x+\tfrac{x^2}2\right)\left(1+x+\tfrac{x^2}2\right)=1+\tfrac{x^4}4\ge1 .$$

Hence $e^{-x}\le1-x+x^2/2$, so $x-y\le x^2/2$. If $x^n-y^n\le\frac n2x^{n+1}$, then

$$x^{n+1}-y^{n+1}=x(x^n-y^n)+y^n(x-y)\le\frac n2x^{n+2}+\frac12x^{n+2}=\frac{n+1}2x^{n+2}.$$

The case $n=0$ is $0\le0$, and induction gives $0\le x^m-y^m\le\frac m2x^{m+1}$.

```lean
/-- For `x ≥ 0`, the power `(1 - exp(-x))^m` does not exceed `x^m`, and the difference is at most `m
x^(m+1) / 2`. -/
theorem pow_one_sub_exp_bounds {x : ℝ} (hx : 0 ≤ x) (m : ℕ) :
    (1 - Real.exp (-x)) ^ m ≤ x ^ m ∧
      x ^ m - (1 - Real.exp (-x)) ^ m ≤ m * (x / 2) * x ^ m := by
  have hy0 : 0 ≤ 1 - Real.exp (-x) :=
    sub_nonneg.2 (Real.exp_le_one_iff.2 (by linarith))
  have hyx : 1 - Real.exp (-x) ≤ x := by linarith [Real.add_one_le_exp (-x)]
  -- second-order upper bound for the decaying exponential
  have hq : Real.exp (-x) ≤ 1 - x + x ^ 2 / 2 := by
    have h1 := mul_le_mul_of_nonneg_left (Real.quadratic_le_exp_of_nonneg hx)
      (Real.exp_pos (-x)).le
    have h2 : Real.exp (-x) * Real.exp x = 1 := by
      rw [← Real.exp_add, neg_add_cancel, Real.exp_zero]
    have h3 : (1 - x + x ^ 2 / 2) * (1 + x + x ^ 2 / 2) = 1 + x ^ 4 / 4 := by ring
    have h4 : 0 ≤ x ^ 4 := by positivity
    have h5 : 0 < 1 + x + x ^ 2 / 2 := by positivity
    exact le_of_mul_le_mul_right (by linarith) h5
  have hd : x - (1 - Real.exp (-x)) ≤ x ^ 2 / 2 := by linarith
  generalize 1 - Real.exp (-x) = y at hy0 hyx hd ⊢
  refine ⟨pow_le_pow_left₀ hy0 hyx m, ?_⟩
  induction m with
  | zero => simp
  | succ n ih =>
    have h1 := mul_le_mul_of_nonneg_left ih hx
    have h2 : y ^ n * (x - y) ≤ x ^ n * (x ^ 2 / 2) :=
      mul_le_mul (pow_le_pow_left₀ hy0 hyx n) hd (by linarith) (by positivity)
    calc x ^ (n + 1) - y ^ (n + 1) = x * (x ^ n - y ^ n) + y ^ n * (x - y) := by ring
      _ ≤ x * (n * (x / 2) * x ^ n) + x ^ n * (x ^ 2 / 2) := add_le_add h1 h2
      _ = ((n + 1 : ℕ) : ℝ) * (x / 2) * x ^ (n + 1) := by
        push_cast
        ring
```

In the code `hq` is the quadratic bound, `hd` is $x-y\le x^2/2$, and the `calc` block is the induction step. For negative $x$ the quadratic bound reverses, and the error estimate already fails at $m=1$.

Multiplying by $e^{-ar^2}/h^m$ turns these inequalities into

$$0\le S_m(r)-G_h(r)\le\frac{mh}2\,S_{m+1}(r).$$

The contraction therefore approaches its limit from below, with an error of first order in $h$ at fixed $r$.

```lean
/-- For `h > 0` the contraction does not exceed `r^(2m) exp(-a r²)`, and the difference is at most
`(m h / 2) r^(2m+2) exp(-a r²)`. -/
theorem contraction_error {h : ℝ} (hh : 0 < h) (a : ℝ) (m : ℕ) (r : ℝ) :
    contraction a h m r ≤ shell a m r ∧
      shell a m r - contraction a h m r ≤ m * h / 2 * shell a (m + 1) r := by
  have key := contraction_factorised hh.ne' a m r
  have hs : h ^ m * shell a m r = Real.exp (-(a * r ^ 2)) * (h * r ^ 2) ^ m := by
    unfold shell
    ring
  obtain ⟨l, u⟩ := pow_one_sub_exp_bounds (x := h * r ^ 2) (by positivity) m
  have hE := (Real.exp_pos (-(a * r ^ 2))).le
  constructor
  · refine le_of_mul_le_mul_left ?_ (pow_pos hh m)
    rw [key, hs]
    exact mul_le_mul_of_nonneg_left l hE
  · refine le_of_mul_le_mul_left ?_ (pow_pos hh m)
    rw [mul_sub, key, hs, ← mul_sub]
    refine (mul_le_mul_of_nonneg_left u hE).trans (le_of_eq ?_)
    unfold shell
    ring
```

The proof works with both sides multiplied by $h^m$ and cancels this positive factor with `le_of_mul_le_mul_left`. It puts no condition on $a$, so the estimate gives pointwise convergence even for a function that does not decay.

## Decay at large distance: $a>0$, with $m\ge1$ for an off-centre peak

The condition $a>0$ makes the widest Gaussian decay. The condition $m\ge1$ supplies at least one factor $r^2$, so that $S_m$ vanishes at the centre.

By hand, setting the derivative of $m\log r^2-ar^2$ with respect to $r^2$ to zero gives $r^2=m/a$. An inequality shows that this is the global maximum. Let $t=ar^2/m$. For $t\ne1$ we have $t<e^{t-1}$, and the $m$-th power gives $t^me^{-mt}<e^{-m}$. Multiplication by $(m/a)^m$ yields

$$S_m(r)<\left(\frac m{ae}\right)^m=S_m\!\left(\sqrt{m/a}\right).$$

```lean
/-- The function `r^(2m) exp(-a r²)` is strictly largest at `r² = m/a`. -/
theorem shell_peak {a : ℝ} (ha : 0 < a) {m : ℕ} (hm : 0 < m) {r : ℝ}
    (hr : r ^ 2 ≠ m / a) : shell a m r < shell a m (Real.sqrt (m / a)) := by
  have hm' : (0 : ℝ) < m := by exact_mod_cast hm
  -- measure r² in units of m/a
  obtain ⟨t, ht⟩ : ∃ t : ℝ, t = a * r ^ 2 / m := ⟨_, rfl⟩
  have ht0 : 0 ≤ t := by rw [ht]; positivity
  have hrt : r ^ 2 = m / a * t := by rw [ht]; field_simp
  have ht1 : t ≠ 1 := fun h1 => hr (by rw [hrt, h1, mul_one])
  have h1 : t < Real.exp (t - 1) := by
    linarith [Real.add_one_lt_exp (sub_ne_zero.mpr ht1)]
  have h2 := pow_lt_pow_left₀ h1 ht0 hm.ne'
  have hexp : Real.exp (t - 1) ^ m * Real.exp (-(a * (m / a * t)))
      = Real.exp (-(a * (m / a))) := by
    rw [← Real.exp_nat_mul, ← Real.exp_add]
    congr 1
    field_simp
    ring
  have hp : (0 : ℝ) < (m / a) ^ m := by positivity
  unfold shell
  rw [pow_mul, pow_mul, Real.sq_sqrt (by positivity), hrt, mul_pow, ← hexp, mul_assoc]
  exact mul_lt_mul_of_pos_left (mul_lt_mul_of_pos_right h2 (Real.exp_pos _)) hp
```

The hypothesis `hr` excludes the peak itself, where a strict inequality would be false. In the proof `ha` and `hm` allow division by $a$ and $m$, `h1` is the tangent inequality, and `h2` is its $m$-th power. If $a=0$ and $m\ge1$, then $S_m=r^{2m}$ has no maximum. If $m=0$, the function is a single Gaussian whose maximum lies at the centre.

Decay also turns the pointwise estimate into a uniform one. The maximum of $S_{m+1}$ is known, so for every $r$

$$0\le S_m(r)-G_h(r)\le\frac{mh}2\left(\frac{m+1}{ae}\right)^{m+1}.$$

```lean
/-- As the exponent step `h` tends to zero from above, the contraction converges to
`r^(2m) exp(-a r²)` uniformly in `r`. -/
theorem contraction_tendstoUniformly {a : ℝ} (ha : 0 < a) (m : ℕ) :
    TendstoUniformly (fun h r => contraction a h m r) (shell a m) (𝓝[>] (0 : ℝ)) := by
  obtain ⟨M, hM⟩ : ∃ M : ℝ, ∀ r, shell a (m + 1) r ≤ M := by
    refine ⟨shell a (m + 1) (Real.sqrt ((m + 1 : ℕ) / a)), fun r => ?_⟩
    by_cases hr : r ^ 2 = ((m + 1 : ℕ) : ℝ) / a
    · apply le_of_eq
      unfold shell
      rw [pow_mul, pow_mul, Real.sq_sqrt (by positivity), hr]
    · exact (shell_peak ha (Nat.succ_pos m) hr).le
  have ht : Tendsto (fun h : ℝ => (m : ℝ) * h / 2 * M) (𝓝 0) (𝓝 0) := by
    have hc : Continuous (fun h : ℝ => (m : ℝ) * h / 2 * M) := by fun_prop
    simpa using hc.tendsto 0
  rw [Metric.tendstoUniformly_iff]
  intro ε hε
  filter_upwards [(ht.mono_left nhdsWithin_le_nhds).eventually_lt_const hε,
    self_mem_nhdsWithin] with h h1 h2 r
  have hh : 0 < h := h2
  obtain ⟨e1, e2⟩ := contraction_error hh a m r
  rw [Real.dist_eq, abs_of_nonneg (sub_nonneg.2 e1)]
  exact (e2.trans (mul_le_mul_of_nonneg_left (hM r) (by positivity))).trans_lt h1
```

`TendstoUniformly` says that one threshold on $h$ serves all $r$ at once, and `𝓝[>] (0 : ℝ)` says that $h$ tends to zero through positive values. The proof obtains the bound `M` from `shell_peak` with $m+1$ in place of $m$, then makes $mhM/2$ smaller than the requested tolerance. Here $m=0$ is allowed. At $a=0$ and $m\ge1$ uniformity fails, because $G_h$ is bounded by $h^{-m}$ while $r^{2m}$ is unbounded.

## A peak at nonzero step: $a>0$, $h>0$ and $m\ge1$

The off-centre peak is present before the limit is taken. Differentiating the logarithm of the factorised form with respect to $r^2$ gives

$$-a+\frac{mh\,e^{-hr^2}}{1-e^{-hr^2}}=0,\qquad r^2=\frac Lh,\qquad L=\log\left(1+\frac{mh}a\right).$$

To show that this point is the strict global maximum, let $q=e^{-L}=a/(a+mh)$, $d=hr^2-L$ and $w=e^{-d}$. Then $e^{-hr^2}=qw$. Two tangent bounds, $1+z\le e^z$ for real $z$ and $1-w<d$ for $d\ne0$, give

$$1-qw=(1-q)\left(1+\frac{a(1-w)}{mh}\right)\le(1-q)e^{a(1-w)/(mh)}<(1-q)e^{ad/(mh)} .$$

Raise the outer inequality to the power $m$ and multiply by $e^{-ar^2}$. Since $ad/h=ar^2-aL/h$, the dependence on $r$ cancels on the right:

$$e^{-ar^2}(1-e^{-hr^2})^m<(1-q)^me^{-aL/h}.$$

The right side is $h^mG_h$ at $r^2=L/h$.

```lean
/-- At finite step `h` the contraction is strictly largest at `r² = log(1 + m h / a) / h`. -/
theorem contraction_peak {a h : ℝ} (ha : 0 < a) (hh : 0 < h) {m : ℕ} (hm : 0 < m) {r : ℝ}
    (hr : r ^ 2 ≠ Real.log (1 + m * h / a) / h) :
    contraction a h m r < contraction a h m (Real.sqrt (Real.log (1 + m * h / a) / h)) := by
  have hm' : (0 : ℝ) < m := by exact_mod_cast hm
  have hmh : 0 < (m : ℝ) * h := mul_pos hm' hh
  have hq : 0 < (m : ℝ) * h / a := div_pos hmh ha
  have hL0 : 0 ≤ Real.log (1 + m * h / a) := Real.log_nonneg (by linarith)
  have hL : Real.exp (-Real.log (1 + m * h / a)) = a / (a + m * h) := by
    rw [Real.exp_neg, Real.exp_log (by linarith)]
    field_simp
  generalize Real.log (1 + m * h / a) = L at hr hL0 hL ⊢
  refine lt_of_mul_lt_mul_left ?_ (pow_pos hh m).le
  have hhL : h * (L / h) = L := by field_simp
  rw [contraction_factorised hh.ne' a m r, contraction_factorised hh.ne' a m _,
    Real.sq_sqrt (div_nonneg hL0 hh.le), hhL, hL]
  have hd : -(h * r ^ 2 - L) ≠ 0 := by
    intro h0
    apply hr
    rw [eq_div_iff hh.ne']
    linarith
  have hw := Real.add_one_lt_exp hd
  have hu : Real.exp (-(h * r ^ 2)) = a / (a + m * h) * Real.exp (-(h * r ^ 2 - L)) := by
    rw [← hL, ← Real.exp_add]
    congr 1
    ring
  generalize Real.exp (-(h * r ^ 2 - L)) = w at hw hu
  have hv : 0 < 1 - a / (a + m * h) := by
    rw [sub_pos, div_lt_one (by linarith)]
    linarith
  -- two tangent-line bounds, the second one strict
  have h1 : 1 - Real.exp (-(h * r ^ 2))
      < (1 - a / (a + m * h)) * Real.exp (a * (h * r ^ 2 - L) / (m * h)) := by
    calc 1 - Real.exp (-(h * r ^ 2))
        = (1 - a / (a + m * h)) * (a * (1 - w) / (m * h) + 1) := by
          rw [hu]
          field_simp
          ring
      _ ≤ (1 - a / (a + m * h)) * Real.exp (a * (1 - w) / (m * h)) :=
          mul_le_mul_of_nonneg_left (Real.add_one_le_exp _) hv.le
      _ < _ := mul_lt_mul_of_pos_left (Real.exp_lt_exp.2
          (div_lt_div_of_pos_right (mul_lt_mul_of_pos_left (by linarith) ha) hmh)) hv
  have hnn : 0 ≤ 1 - Real.exp (-(h * r ^ 2)) := by
    have hx : 0 ≤ h * r ^ 2 := by positivity
    exact sub_nonneg.2 (Real.exp_le_one_iff.2 (by linarith))
  have h2 := pow_lt_pow_left₀ h1 hnn hm.ne'
  have hexp : Real.exp (-(a * r ^ 2)) * Real.exp (a * (h * r ^ 2 - L) / (m * h)) ^ m
      = Real.exp (-(a * (L / h))) := by
    rw [← Real.exp_nat_mul, ← Real.exp_add]
    congr 1
    field_simp
    ring
  refine (mul_lt_mul_of_pos_left h2 (Real.exp_pos _)).trans_eq ?_
  rw [mul_pow, ← hexp]
  ring

end

end GaussianDifferenceShell
```

The code follows these steps: `hL` evaluates $q$, `hw` is the strict tangent bound, `h1` is the displayed chain, and `hexp` performs the cancellation. The hypothesis `hr` ensures $d\ne0$. Positivity of $a$, $h$ and $m$ makes $1-q$ positive and permits division by $mh$. With $m=0$ the peak returns to the centre. With $m\ge1$ and a negative step large enough that $a+mh<0$, at least one Gaussian grows with distance and the contraction has no maximum.

```lean
#print axioms GaussianDifferenceShell.sum_abs_primCoeff
-- 'GaussianDifferenceShell.sum_abs_primCoeff' depends on axioms: [propext, Classical.choice, Quot.sound]
#print axioms GaussianDifferenceShell.contraction_tendstoUniformly
-- 'GaussianDifferenceShell.contraction_tendstoUniformly' depends on axioms: [propext, Classical.choice, Quot.sound]
#print axioms GaussianDifferenceShell.contraction_peak
-- 'GaussianDifferenceShell.contraction_peak' depends on axioms: [propext, Classical.choice, Quot.sound]
```

## Three Gaussians worked by hand

Take $a=1$, $h=1$ and $m=2$, so that

$$G_1(r)=e^{-r^2}-2e^{-2r^2}+e^{-3r^2}.$$

The absolute coefficients sum to $1+2+1=4=(2/1)^2$. The peak lies at $r^2=\log3\approx1.099$, or $r\approx1.048$. Its height is

$$\frac13-\frac29+\frac1{27}=\frac4{27}\approx0.148,$$

and the factorised form gives the same number, $\frac13\left(1-\frac13\right)^2$. At the centre the sum is $1-2+1=0$.

The limiting function $r^4e^{-r^2}$ peaks at $r^2=2$ with height $4e^{-2}\approx0.541$, so a unit step is still far from the limit. At $r^2=\log3$ the limiting function is about $0.402$. The difference from $G_1$ is about $0.254$, within the bound $\frac{mh}2S_3\approx0.442$.
